# Compact localized states and the flat band of the sawtooth chain

A band that looks flat on a grid of wave numbers may have a small width, and a state drawn to stay on three sites by interference may fail to be stationary. On the sawtooth chain with all hoppings equal to $1$, put amplitude $1$ on a base site and $-1$ on the two apexes joined to it. The Hamiltonian returns $-2$ times the amplitude on the base site, but $+1$ instead of the required $+2$ on each apex. For the one-particle, nearest-neighbour tight-binding (Hückel) model with zero on-site energies, the theorems below fix the hopping ratio at which the three-site state is stationary and describe all solutions at its energy.

## The model

```lean
import Mathlib

open Matrix

namespace SawtoothFlatBand

noncomputable section
```

This loads Mathlib, the mathematics the file builds on, and opens a namespace for the names below.

```lean
/-- Sites of the sawtooth chain: one base site and one apex site per cell `n`. -/
inductive Site
  | base (n : ℤ) : Site
  | apex (n : ℤ) : Site
```

A site is either `base n` or `apex n` with $n\in\mathbb Z$, so the chain is infinite in both directions. A state is any function `Site → ℂ`, with amplitudes $b_n$ on base sites and $a_n$ on apexes. Square-summability is not required.

```lean
/-- Hopping rule: neighbouring base sites are joined by `t`, and apex `n` is joined to
base `n` and base `n + 1` by `s`. -/
def hop (t s : ℝ) (ψ : Site → ℂ) : Site → ℂ
  | .base n => (t : ℂ) * (ψ (.base (n - 1)) + ψ (.base (n + 1)))
      + (s : ℂ) * (ψ (.apex (n - 1)) + ψ (.apex n))
  | .apex n => (s : ℂ) * (ψ (.base n) + ψ (.base (n + 1)))
```

In ordinary notation,
$$(H\psi)(\text{base } n)=t(b_{n-1}+b_{n+1})+s(a_{n-1}+a_n),\qquad (H\psi)(\text{apex } n)=s(b_n+b_{n+1}).$$
The hoppings $t,s$ are real and enter with a plus sign; a Hamiltonian written with $-t,-s$ is obtained by negating both parameters.

```lean
/-- The tight-binding Hamiltonian of the sawtooth chain as a linear operator on amplitudes. -/
def hamiltonian (t s : ℝ) : Module.End ℂ (Site → ℂ) where
  toFun := hop t s
  map_add' := by
    intro ψ φ
    funext x
    cases x <;> simp only [hop, Pi.add_apply] <;> ring
  map_smul' := by
    intro a ψ
    funext x
    cases x <;> simp only [hop, Pi.smul_apply, smul_eq_mul, RingHom.id_apply] <;> ring
```

`Module.End ℂ (Site → ℂ)` is the type of complex-linear maps from states to states. The two short proofs check additivity and homogeneity of the rule.

```lean
/-- The compact localized state at cell `n`: amplitude `s` on base `n`, amplitude `-t` on
apexes `n - 1` and `n`, zero elsewhere. -/
def cls (t s : ℝ) (n : ℤ) : Site → ℂ
  | .base m => if m = n then (s : ℂ) else 0
  | .apex m => if m = n - 1 ∨ m = n then -(t : ℂ) else 0
```

The compact localized state $\phi_n$, `cls t s n`, has $s$ on base $n$, $-t$ on apexes $n-1$ and $n$, and zero elsewhere. It is not normalised.

```lean
/-- The state built from coefficients `c`: amplitude `s c_m` on base `m` and
`-t (c_m + c_{m+1})` on apex `m`. -/
def superpose (t s : ℝ) (c : ℤ → ℂ) : Site → ℂ
  | .base m => (s : ℂ) * c m
  | .apex m => -(t : ℂ) * (c m + c (m + 1))
```

For any sequence $c_m$, the state $\Phi_c$ has $b_m=s\,c_m$ and $a_m=-t(c_m+c_{m+1})$.

```lean
/-- The Bloch wave with wave number `k` and cell amplitudes `u 0` (base), `u 1` (apex). -/
def blochWave (k : ℝ) (u : Fin 2 → ℂ) : Site → ℂ
  | .base n => Complex.exp ((k : ℂ) * (n : ℂ) * Complex.I) * u 0
  | .apex n => Complex.exp ((k : ℂ) * (n : ℂ) * Complex.I) * u 1
```

The Bloch wave has $b_n=e^{ikn}u_0$ and $a_n=e^{ikn}u_1$. The lattice constant is $1$, and the apex phase uses the cell index $n$, not the position $n+\tfrac12$.

```lean
/-- The Bloch Hamiltonian at wave number `k` in the (base, apex) basis. -/
def blochMatrix (t s k : ℝ) : Matrix (Fin 2) (Fin 2) ℂ :=
  !![2 * (t : ℂ) * (Real.cos k : ℂ), (s : ℂ) * (1 + Complex.exp (-(k : ℂ) * Complex.I));
     (s : ℂ) * (1 + Complex.exp ((k : ℂ) * Complex.I)), 0]
```

The notation `!![ , ; , ]` lists a matrix by rows:
$$H(k)=\begin{pmatrix}2t\cos k & s(1+e^{-ik})\\ s(1+e^{ik}) & 0\end{pmatrix}.$$

## Superpositions of compact states

```lean
/-- At every site, the sum over `n` of `c_n` times the compact localized state at `n`
converges to the amplitude of `superpose c`. -/
theorem hasSum_cls (t s : ℝ) (c : ℤ → ℂ) (x : Site) :
    HasSum (fun n => c n * cls t s n x) (superpose t s c x) := by
  cases x with
  | base m =>
    -- only the state at cell `m` reaches base `m`
    have e : (fun n => c n * cls t s n (Site.base m))
        = fun n => if n = m then (s : ℂ) * c m else 0 := by
      funext n
      simp only [cls]
      split_ifs <;> first | (exfalso; omega) | (subst_vars; ring)
    have h := hasSum_ite_eq m ((s : ℂ) * c m)
    rw [e]
    exact h
  | apex m =>
    -- the states at cells `m` and `m + 1` reach apex `m`
    have e : (fun n => c n * cls t s n (Site.apex m))
        = fun n => (if n = m then -(t : ℂ) * c m else 0)
          + (if n = m + 1 then -(t : ℂ) * c (m + 1) else 0) := by
      funext n
      simp only [cls]
      split_ifs <;> first | (exfalso; omega) | (subst_vars; ring)
    have e2 : superpose t s c (Site.apex m)
        = -(t : ℂ) * c m + -(t : ℂ) * c (m + 1) := by
      simp only [superpose]
      ring
    have h := (hasSum_ite_eq m (-(t : ℂ) * c m)).add
      (hasSum_ite_eq (m + 1) (-(t : ℂ) * c (m + 1)))
    rw [e, e2]
    exact h
```

At every site $x$, $\sum_n c_n\phi_n(x)=\Phi_c(x)$. By hand: base $m$ is reached only by $\phi_m$, giving $s\,c_m$, and apex $m$ by $\phi_m$ and $\phi_{m+1}$, giving $-t c_m-t c_{m+1}$. `HasSum` asserts convergence site by site, not in a norm; with at most two nonzero terms it holds for any $c$. The steps named `e` rewrite the summand as one or two Kronecker deltas, and `hasSum_ite_eq` sums a delta.

```lean
/-- The compact localized state at `n` is the superposition with Kronecker-delta
coefficients centred at `n`. -/
theorem cls_eq_superpose (t s : ℝ) (n : ℤ) :
    cls t s n = superpose t s (fun m => if m = n then 1 else 0) := by
  funext x
  cases x <;> simp only [cls, superpose] <;> split_ifs <;>
    first | (exfalso; omega) | ring
```

Choosing $c_m=\delta_{mn}$ gives $\Phi_c=\phi_n$: base $m$ carries $s\,\delta_{mn}$ and apex $m$ carries $-t(\delta_{mn}+\delta_{m+1,n})$. The proof runs through the cases, and `omega` discards the impossible ones such as $n=n-1$.

```lean
/-- If `s² = 2 t²`, every superposition `ψ` of compact localized states obeys
`H ψ = -2 t ψ`. -/
theorem hamiltonian_superpose {t s : ℝ} (h : s ^ 2 = 2 * t ^ 2) (c : ℤ → ℂ) :
    hamiltonian t s (superpose t s c) = (-2 * (t : ℂ)) • superpose t s c := by
  have hc : (s : ℂ) ^ 2 = 2 * (t : ℂ) ^ 2 := by exact_mod_cast h
  change hop t s (superpose t s c) = _
  funext x
  cases x with
  | base m =>
    -- destructive interference: the direct path and the path via the apex cancel
    simp only [hop, superpose, Pi.smul_apply, smul_eq_mul, sub_add_cancel]
    ring
  | apex m =>
    simp only [hop, superpose, Pi.smul_apply, smul_eq_mul]
    linear_combination (c m + c (m + 1)) * hc
```

If $s^2=2t^2$, then $H\Phi_c=-2t\,\Phi_c$ for every $c$; `•` is multiplication of a state by a number. On base $m$,
$$t(s c_{m-1}+s c_{m+1})-st(c_{m-1}+c_m)-st(c_m+c_{m+1})=-2t\,(s c_m).$$
The terms in $c_{m-1}$ and $c_{m+1}$ that arrive from the neighbouring base sites cancel those that arrive from the two apexes for any $t$ and $s$, so `ring` closes this case without the hypothesis. On apex $m$ the left side is $s^2(c_m+c_{m+1})$ and the right side is $2t^2(c_m+c_{m+1})$. The tactic `linear_combination` verifies that the goal is the stated multiple of known equations, here $(c_m+c_{m+1})$ times `hc`, the hypothesis read in $\mathbb C$.

## The eigenvector condition

```lean
/-- For `s ≠ 0`, the compact localized state at `n` is an eigenvector with eigenvalue `E`
exactly when `s² = 2 t²` and `E = -2 t`. -/
theorem cls_hasEigenvector_iff {t s : ℝ} (hs : s ≠ 0) (E : ℂ) (n : ℤ) :
    (hamiltonian t s).HasEigenvector E (cls t s n) ↔
      s ^ 2 = 2 * t ^ 2 ∧ E = -2 * (t : ℂ) := by
  have hs' : (s : ℂ) ≠ 0 := by exact_mod_cast hs
  have h1 : ¬ (n - 1 = n) := by omega
  have h2 : ¬ (n + 1 = n) := by omega
  have b0 : cls t s n (Site.base n) = s := by simp [cls]
  have bm : cls t s n (Site.base (n - 1)) = 0 := by simp [cls, h1]
  have bp : cls t s n (Site.base (n + 1)) = 0 := by simp [cls, h2]
  have am : cls t s n (Site.apex (n - 1)) = -(t : ℂ) := by simp [cls]
  have a0 : cls t s n (Site.apex n) = -(t : ℂ) := by simp [cls]
  constructor
  · intro hv
    have h := hv.apply_eq_smul
    -- read the eigenvalue equation at base `n` and at apex `n`
    have hb := congrFun h (Site.base n)
    have ha := congrFun h (Site.apex n)
    change (t : ℂ) * (cls t s n (Site.base (n - 1)) + cls t s n (Site.base (n + 1)))
      + (s : ℂ) * (cls t s n (Site.apex (n - 1)) + cls t s n (Site.apex n))
      = E * cls t s n (Site.base n) at hb
    change (s : ℂ) * (cls t s n (Site.base n) + cls t s n (Site.base (n + 1)))
      = E * cls t s n (Site.apex n) at ha
    rw [bm, bp, am, a0, b0] at hb
    rw [b0, bp, a0] at ha
    have hE' : (s : ℂ) * E = (s : ℂ) * (-2 * (t : ℂ)) := by linear_combination -hb
    have hE : E = -2 * (t : ℂ) := mul_left_cancel₀ hs' hE'
    have hc : (s : ℂ) ^ 2 = 2 * (t : ℂ) ^ 2 := by linear_combination ha - (t : ℂ) * hE
    exact ⟨by exact_mod_cast hc, hE⟩
  · rintro ⟨h, hE⟩
    refine ⟨Module.End.mem_eigenspace_iff.2 ?_, ?_⟩
    · rw [hE, cls_eq_superpose]
      exact hamiltonian_superpose h _
    · intro h0
      rw [h0] at b0
      exact hs' b0.symm
```

`HasEigenvector E v` means $Hv=Ev$ and $v\neq0$. For $s\ne0$ and any complex $E$, $\phi_n$ is an eigenvector with eigenvalue $E$ if and only if $s^2=2t^2$ and $E=-2t$.

Suppose $H\phi_n=E\phi_n$. At base $n$ (`hb`) this reads $t(0+0)+s(-t-t)=Es$, and dividing by $s$ gives $E=-2t$ (`hE`). At apex $n$ (`ha`) it reads $s(s+0)=-Et=2t^2$ (`hc`). Conversely, $\phi_n$ is a superposition, so the previous theorem applies, and $\phi_n\neq0$ because its amplitude on base $n$ is $s$ (`b0`). The hypothesis $s\neq0$ is needed: at $s=t=0$ and $E=0$ both conditions hold, but $\phi_n=0$ is not an eigenvector.

```lean
/-- With base hopping `1` and apex hopping `√2`, the state with `√2` on base `n` and `-1` on
apexes `n - 1` and `n` is an eigenvector with eigenvalue `-2` for every `n`. -/
theorem sawtooth_cls_hasEigenvector (n : ℤ) :
    (hamiltonian 1 (Real.sqrt 2)).HasEigenvector (-2) (cls 1 (Real.sqrt 2) n) := by
  have hs : Real.sqrt 2 ≠ 0 := by positivity
  have h2 : Real.sqrt 2 ^ 2 = 2 := Real.sq_sqrt (by norm_num)
  refine (cls_hasEigenvector_iff hs (-2) n).2 ⟨?_, ?_⟩
  · linarith
  · simp
```

For $t=1$, $s=\sqrt2$, the state with $\sqrt2$ on base $n$ and $-1$ on apexes $n-1$ and $n$ is an eigenvector with eigenvalue $-2$, for every $n$. The proof checks $\sqrt2\neq0$ and $(\sqrt2)^2=2\cdot1^2$ and applies the equivalence above.

## All solutions at the flat energy

```lean
/-- If `s² = 2 t²` and `s ≠ 0`, a state obeys `H ψ = -2 t ψ` exactly when it is a
superposition of compact localized states with uniquely determined coefficients. -/
theorem flat_eigen_iff_superpose {t s : ℝ} (h : s ^ 2 = 2 * t ^ 2) (hs : s ≠ 0)
    (ψ : Site → ℂ) :
    hamiltonian t s ψ = (-2 * (t : ℂ)) • ψ ↔ ∃! c : ℤ → ℂ, ψ = superpose t s c := by
  have hc : (s : ℂ) ^ 2 = 2 * (t : ℂ) ^ 2 := by exact_mod_cast h
  have hs' : (s : ℂ) ≠ 0 := by exact_mod_cast hs
  have ht' : (t : ℂ) ≠ 0 := by
    intro h0
    have hz : (s : ℂ) ^ 2 = 0 := by
      rw [hc, h0]
      ring
    exact hs' ((pow_eq_zero_iff two_ne_zero).1 hz)
  obtain ⟨u, hu⟩ : ∃ u : ℂ, (s : ℂ) * u = 1 := ⟨(s : ℂ)⁻¹, mul_inv_cancel₀ hs'⟩
  constructor
  · intro hψ
    -- the coefficients are the base amplitudes divided by `s`
    refine ⟨fun m => u * ψ (Site.base m), ?_, ?_⟩
    · show ψ = superpose t s (fun m => u * ψ (Site.base m))
      funext x
      cases x with
      | base m =>
        show ψ (Site.base m) = (s : ℂ) * (u * ψ (Site.base m))
        linear_combination (-ψ (Site.base m)) * hu
      | apex m =>
        -- the apex equation fixes the apex amplitude
        have ha := congrFun hψ (Site.apex m)
        change (s : ℂ) * (ψ (Site.base m) + ψ (Site.base (m + 1)))
          = (-2 * (t : ℂ)) * ψ (Site.apex m) at ha
        show ψ (Site.apex m)
          = -(t : ℂ) * (u * ψ (Site.base m) + u * ψ (Site.base (m + 1)))
        apply mul_left_cancel₀ ht'
        linear_combination (1 / 2 : ℂ) * ha
          - (u * (ψ (Site.base m) + ψ (Site.base (m + 1))) / 2) * hc
          + ((s : ℂ) * (ψ (Site.base m) + ψ (Site.base (m + 1))) / 2) * hu
    · intro c hc'
      have hc'' : ψ = superpose t s c := hc'
      funext m
      have hm := congrFun hc'' (Site.base m)
      change ψ (Site.base m) = (s : ℂ) * c m at hm
      show c m = u * ψ (Site.base m)
      linear_combination (-u) * hm - c m * hu
  · rintro ⟨c, hψ, -⟩
    have hψ' : ψ = superpose t s c := hψ
    rw [hψ']
    exact hamiltonian_superpose h c
```

For $s^2=2t^2$ and $s\neq0$, a state obeys $H\psi=-2t\psi$ if and only if $\psi=\Phi_c$ for exactly one sequence $c$; `∃!` means "there exists exactly one". The zero state is included, with $c=0$.

First $t\neq0$ (`ht'`), since $t=0$ would force $s=0$. Set $c_m=b_m/s$, written with `u` as the inverse of $s$; this matches the base amplitudes. The apex equation `ha` is $s(b_m+b_{m+1})=-2t\,a_m$, hence
$$a_m=-\frac{s^2}{2t}(c_m+c_{m+1})=-t(c_m+c_{m+1}).$$
The Lean proof multiplies this goal by $t$ instead of dividing. The base equation is never used in this direction. Uniqueness follows from $b_m=s\,c_m$, and the reverse implication is `hamiltonian_superpose`. At $s=t=0$ the statement fails: $H=0$, every state solves the equation, and every $\Phi_c$ vanishes. The sequence $c$ is unrestricted, so non-normalisable solutions are covered along with the localized ones.

## Bloch waves

```lean
/-- The Hamiltonian maps the Bloch wave with cell amplitudes `u` to the Bloch wave with the
same `k` and cell amplitudes `H(k) u`. -/
theorem hamiltonian_blochWave (t s k : ℝ) (u : Fin 2 → ℂ) :
    hamiltonian t s (blochWave k u) = blochWave k (blochMatrix t s k *ᵥ u) := by
  -- a shift by one cell multiplies the plane wave by a phase
  have e1 : ∀ n : ℤ, Complex.exp ((k : ℂ) * ((n + 1 : ℤ) : ℂ) * Complex.I)
      = Complex.exp ((k : ℂ) * (n : ℂ) * Complex.I) * Complex.exp ((k : ℂ) * Complex.I) := by
    intro n
    rw [← Complex.exp_add]
    congr 1
    push_cast
    ring
  have e2 : ∀ n : ℤ, Complex.exp ((k : ℂ) * ((n - 1 : ℤ) : ℂ) * Complex.I)
      = Complex.exp ((k : ℂ) * (n : ℂ) * Complex.I) * Complex.exp (-(k : ℂ) * Complex.I) := by
    intro n
    rw [← Complex.exp_add]
    congr 1
    push_cast
    ring
  have e3 : 2 * (Real.cos k : ℂ)
      = Complex.exp ((k : ℂ) * Complex.I) + Complex.exp (-(k : ℂ) * Complex.I) := by
    rw [Complex.ofReal_cos]
    exact Complex.two_cos _
  have m0 : (blochMatrix t s k *ᵥ u) 0 = 2 * (t : ℂ) * (Real.cos k : ℂ) * u 0
      + (s : ℂ) * (1 + Complex.exp (-(k : ℂ) * Complex.I)) * u 1 := by
    simp only [Matrix.mulVec, dotProduct, Fin.sum_univ_two]
    simp [blochMatrix]
  have m1 : (blochMatrix t s k *ᵥ u) 1
      = (s : ℂ) * (1 + Complex.exp ((k : ℂ) * Complex.I)) * u 0 := by
    simp only [Matrix.mulVec, dotProduct, Fin.sum_univ_two]
    simp [blochMatrix]
  change hop t s (blochWave k u) = _
  funext x
  cases x with
  | base n =>
    simp only [hop, blochWave, m0, e1, e2]
    linear_combination
      (-((t : ℂ) * Complex.exp ((k : ℂ) * (n : ℂ) * Complex.I) * u 0)) * e3
  | apex n =>
    simp only [hop, blochWave, m1, e1]
    ring
```

For all $t,s,k$, the Hamiltonian sends the Bloch wave with amplitudes $u$ to the Bloch wave with the same $k$ and amplitudes $H(k)u$; `*ᵥ` is the matrix-vector product. A shift by one cell multiplies $e^{ikn}$ by $e^{\pm ik}$ (`e1`, `e2`). On base $n$ this gives
$$e^{ikn}\left[t(e^{-ik}+e^{ik})u_0+s(e^{-ik}+1)u_1\right],$$
and `e3`, $2\cos k=e^{ik}+e^{-ik}$, turns the bracket into the first component of $H(k)u$ (`m0`). On apex $n$ it gives $e^{ikn}s(1+e^{ik})u_0$, the second component (`m1`).

```lean
/-- If `s² = 2 t²`, the secular determinant of the Bloch Hamiltonian factorises as
`(E + 2 t) (E - 2 t (1 + cos k))` for every wave number `k`. -/
theorem det_blochMatrix {t s : ℝ} (h : s ^ 2 = 2 * t ^ 2) (k : ℝ) (E : ℂ) :
    (E • (1 : Matrix (Fin 2) (Fin 2) ℂ) - blochMatrix t s k).det
      = (E + 2 * (t : ℂ)) * (E - 2 * (t : ℂ) * (1 + (Real.cos k : ℂ))) := by
  have hc : (s : ℂ) ^ 2 = 2 * (t : ℂ) ^ 2 := by exact_mod_cast h
  have e3 : 2 * (Real.cos k : ℂ)
      = Complex.exp ((k : ℂ) * Complex.I) + Complex.exp (-(k : ℂ) * Complex.I) := by
    rw [Complex.ofReal_cos]
    exact Complex.two_cos _
  have e4 : Complex.exp ((k : ℂ) * Complex.I) * Complex.exp (-(k : ℂ) * Complex.I) = 1 := by
    rw [← Complex.exp_add]
    simp
  have hM : E • (1 : Matrix (Fin 2) (Fin 2) ℂ) - blochMatrix t s k
      = !![E - 2 * (t : ℂ) * (Real.cos k : ℂ),
            -((s : ℂ) * (1 + Complex.exp (-(k : ℂ) * Complex.I)));
           -((s : ℂ) * (1 + Complex.exp ((k : ℂ) * Complex.I))), E] := by
    ext i j
    fin_cases i <;> fin_cases j <;> simp [blochMatrix]
  rw [hM, Matrix.det_fin_two_of]
  -- the off-diagonal product is `s² (2 + 2 cos k) = 4 t² (1 + cos k)`
  linear_combination (-(s : ℂ) ^ 2) * e4 + (s : ℂ) ^ 2 * e3
    - (2 + 2 * (Real.cos k : ℂ)) * hc

end

end SawtoothFlatBand
```

If $s^2=2t^2$, then for all real $k$ and complex $E$
$$\det\bigl(E-H(k)\bigr)=(E+2t)\bigl(E-2t(1+\cos k)\bigr).$$
The step `hM` writes out the matrix. Its determinant is $E(E-2t\cos k)-s^2(1+e^{-ik})(1+e^{ik})$. With $e^{ik}e^{-ik}=1$ (`e4`) and `e3`, the last product equals $2+2\cos k$, so with $s^2=2t^2$
$$\det=E^2-2t\cos k\,E-4t^2(1+\cos k),$$
which is the expanded form of the right side. The root $E=-2t$ does not depend on $k$, which is the flat band, and the other root is $2t(1+\cos k)$. This theorem does not assume $s\neq0$.

The file treats $H$ as a linear map on arbitrary functions and says nothing about self-adjointness or the spectrum on $\ell^2$, finite rings, on-site energies, disorder or interactions. Two further facts are checked only by hand and have no theorem here: neighbouring compact states share one apex and overlap by $t^2$, so they are not orthogonal for $t\neq0$, and the two roots differ by $2t(2+\cos k)$, which is at least $2|t|$ in magnitude.

```lean
#print axioms SawtoothFlatBand.sawtooth_cls_hasEigenvector
-- 'SawtoothFlatBand.sawtooth_cls_hasEigenvector' depends on axioms: [propext, Classical.choice, Quot.sound]
#print axioms SawtoothFlatBand.flat_eigen_iff_superpose
-- 'SawtoothFlatBand.flat_eigen_iff_superpose' depends on axioms: [propext, Classical.choice, Quot.sound]
#print axioms SawtoothFlatBand.hamiltonian_blochWave
-- 'SawtoothFlatBand.hamiltonian_blochWave' depends on axioms: [propext, Classical.choice, Quot.sound]
#print axioms SawtoothFlatBand.det_blochMatrix
-- 'SawtoothFlatBand.det_blochMatrix' depends on axioms: [propext, Classical.choice, Quot.sound]
```
